# On a finite configuration set, the mean-energy gap bounds the equilibrium replica-exchange acceptance from below

Q: I run two copies of a system, a cold one at inverse temperature \(\beta_1\) and a hot one at \(\beta_2\), and now and then I propose to exchange their configurations. My system is large, and when I set the temperatures too far apart, almost every exchange is rejected. You say that the two mean energies alone guarantee a certain acceptance. How, when acceptance depends on the whole energy distributions?

A: The guarantee is a lower bound, for independent replicas at equilibrium on a finite nonempty set of configurations. Let \(U\) be the energy, \(\langle U\rangle_k\) its canonical mean at \(\beta_k\), and \(A\) the mean Metropolis acceptance. Then

\[
A \ge \tfrac12 e^{-D},\qquad D=(\beta_1-\beta_2)\,(\langle U\rangle_2-\langle U\rangle_1).
\]

\(D\) is the relative entropy of the joint distribution with respect to its swapped copy, and \(A\) is the overlap of the same two distributions. So the first thing to prove is an inequality between overlap and relative entropy, with no temperatures in it.

```lean
import Mathlib

open Finset

namespace ReplicaExchangeAcceptance

noncomputable section

/-- Relative entropy of the weights `P` with respect to the weights `Q` on a finite set. -/
def relEntropy {ι : Type*} [Fintype ι] (P Q : ι → ℝ) : ℝ :=
  ∑ i, P i * Real.log (P i / Q i)

/-- Overlap of two distributions: the total weight they have in common. -/
def overlap {ι : Type*} [Fintype ι] (P Q : ι → ℝ) : ℝ :=
  ∑ i, min (P i) (Q i)
```

Q: Give me that inequality by hand.

A: Take positive weights \(P_i\) and \(Q_i\), each summing to one. Set \(\ell_i=\log(P_i/Q_i)\), \(D=\sum_i P_i\ell_i\) and \(A=\sum_i\min(P_i,Q_i)\). The geometric mean of the weights is \(\sqrt{P_iQ_i}=P_i e^{-\ell_i/2}\). Apply \(e^u\ge 1+u\) with \(u=(D-\ell_i)/2\), multiply by \(P_ie^{-D/2}\) and sum:

\[
\sum_i\sqrt{P_iQ_i}\;\ge\; e^{-D/2}\sum_i P_i\Bigl(1+\frac{D-\ell_i}{2}\Bigr)=e^{-D/2}.
\]

This is Jensen's inequality, obtained from a tangent line. For the other side, \(P_iQ_i=\min(P_i,Q_i)\max(P_i,Q_i)\), so Cauchy-Schwarz gives

\[
\Bigl(\sum_i\sqrt{P_iQ_i}\Bigr)^2\le\sum_i\min(P_i,Q_i)\sum_i\max(P_i,Q_i)=A(2-A).
\]

The last sum is \(2-A\) because \(\min+\max=P_i+Q_i\). Together, \(e^{-D}\le A(2-A)\).

In the Lean proof, `hpt` is the identity for the geometric mean, `hJ` the tangent-line bound and `hCS` the Cauchy-Schwarz step; `hmin` and `hmax` evaluate its two factors.

```lean
/-- For strictly positive distributions with overlap `A` and relative entropy `D`,
`exp (-D) ≤ A (2 - A)`. -/
theorem exp_neg_relEntropy_le {ι : Type*} [Fintype ι] (P Q : ι → ℝ)
    (hP : ∀ i, 0 < P i) (hQ : ∀ i, 0 < Q i) (sP : ∑ i, P i = 1) (sQ : ∑ i, Q i = 1) :
    Real.exp (-relEntropy P Q) ≤ overlap P Q * (2 - overlap P Q) := by
  obtain ⟨D, hD⟩ : ∃ D, D = relEntropy P Q := ⟨_, rfl⟩
  have hD' : ∑ i, P i * Real.log (P i / Q i) = D := hD.symm
  rw [← hD]
  -- the geometric mean of the two weights, written in two ways
  have hpt : ∀ i, √(min (P i) (Q i)) * √(max (P i) (Q i))
      = P i * Real.exp (-(Real.log (P i / Q i)) / 2) := by
    intro i
    have hp := hP i
    have hq := hQ i
    have h : P i * Q i = (P i * Real.exp (-(Real.log (P i / Q i)) / 2)) ^ 2 := by
      have h2 : Real.exp (-(Real.log (P i / Q i)) / 2) ^ 2 = (P i / Q i)⁻¹ := by
        rw [sq, ← Real.exp_add, add_halves, Real.exp_neg, Real.exp_log (div_pos hp hq)]
      rw [mul_pow, h2]
      field_simp
    rw [← Real.sqrt_mul (le_min hp.le hq.le), min_mul_max, h,
      Real.sqrt_sq (mul_pos hp (Real.exp_pos _)).le]
  -- Jensen's inequality, from the tangent line of the exponential
  have hJ : Real.exp (-D / 2) ≤ ∑ i, √(min (P i) (Q i)) * √(max (P i) (Q i)) := by
    have hlin : ∑ i, P i * (Real.exp (-D / 2) *
        ((-(Real.log (P i / Q i)) / 2 + D / 2) + 1)) = Real.exp (-D / 2) := by
      have e : ∀ i, P i * (Real.exp (-D / 2) * ((-(Real.log (P i / Q i)) / 2 + D / 2) + 1))
          = Real.exp (-D / 2) * (1 + D / 2) * P i
            - Real.exp (-D / 2) / 2 * (P i * Real.log (P i / Q i)) := by
        intro i
        ring
      rw [Finset.sum_congr rfl (fun i _ => e i), Finset.sum_sub_distrib,
        ← Finset.mul_sum, ← Finset.mul_sum, sP, hD']
      ring
    rw [← hlin]
    refine Finset.sum_le_sum fun i _ => ?_
    rw [hpt i]
    refine mul_le_mul_of_nonneg_left ?_ (hP i).le
    have h1 := mul_le_mul_of_nonneg_left
      (Real.add_one_le_exp (-(Real.log (P i / Q i)) / 2 + D / 2)) (Real.exp_pos (-D / 2)).le
    refine h1.trans (le_of_eq ?_)
    rw [← Real.exp_add]
    congr 1
    ring
  -- Cauchy-Schwarz separates the smaller weights from the larger ones
  have hCS := Finset.sum_mul_sq_le_sq_mul_sq Finset.univ
    (fun i => √(min (P i) (Q i))) (fun i => √(max (P i) (Q i)))
  have hmin : ∑ i, √(min (P i) (Q i)) ^ 2 = overlap P Q :=
    Finset.sum_congr rfl fun i _ => Real.sq_sqrt (le_min (hP i).le (hQ i).le)
  have hmax : ∑ i, √(max (P i) (Q i)) ^ 2 = 2 - overlap P Q := by
    have e : ∀ i, √(max (P i) (Q i)) ^ 2 = P i + Q i - min (P i) (Q i) := by
      intro i
      rw [Real.sq_sqrt ((hP i).le.trans (le_max_left _ _))]
      linarith [min_add_max (P i) (Q i)]
    rw [Finset.sum_congr rfl (fun i _ => e i), Finset.sum_sub_distrib,
      Finset.sum_add_distrib, sP, sQ, overlap]
    norm_num
  rw [hmin, hmax] at hCS
  have hsq : Real.exp (-D) = Real.exp (-D / 2) ^ 2 := by
    rw [sq, ← Real.exp_add, add_halves]
  rw [hsq]
  exact (pow_le_pow_left₀ (Real.exp_pos _).le hJ 2).trans hCS
```

Q: Does it matter that both sets of weights are normalised?

A: Yes. On a single point take \(P=1\) and \(Q=3\), so that only `sQ` fails. Then \(D=-\log 3\) and \(e^{-D}=3\), while \(A=1\) and \(A(2-A)=1\). The inequality would read \(3\le1\).

Q: Now the physics. What exactly is the system in the code?

A: `X` is the finite set of configurations and `U : X → ℝ` the energy. Every energy is finite, so a hard-core overlap with infinite energy has to be removed from `X` beforehand. With \(Z_k=\sum_x e^{-\beta_kU(x)}\), the Boltzmann probability is \(p_k(x)=e^{-\beta_kU(x)}/Z_k\).

```lean
variable {X : Type*} [Fintype X]

/-- Canonical partition function at inverse temperature `β`. -/
def Z (U : X → ℝ) (β : ℝ) : ℝ := ∑ x, Real.exp (-β * U x)

/-- Boltzmann probability of the configuration `x`. -/
def boltzmann (U : X → ℝ) (β : ℝ) (x : X) : ℝ := Real.exp (-β * U x) / Z U β

/-- Canonical mean energy at inverse temperature `β`. -/
def meanEnergy (U : X → ℝ) (β : ℝ) : ℝ := ∑ x, boltzmann U β x * U x
```

A: A pair `s` holds the configuration \(x\) of the first replica in `s.1` and the configuration \(y\) of the second in `s.2`. The joint law is \(P(x,y)=p_1(x)p_2(y)\), which is where independence enters.

```lean
/-- Equilibrium law of two independent replicas at `β₁` and `β₂`. -/
def jointLaw (U : X → ℝ) (β₁ β₂ : ℝ) (s : X × X) : ℝ :=
  boltzmann U β₁ s.1 * boltzmann U β₂ s.2
```

Q: And the sign in the Metropolis factor? I have seen it written both ways.

A: Here \(x\) is the configuration at \(\beta_1\) before the exchange, and the acceptance probability is \(\min(1,e^{(\beta_1-\beta_2)(U(x)-U(y))})\). If the cold replica has the higher energy, the exchange is always accepted, as it should be. The mean acceptance averages this probability over \(P\).

```lean
/-- Metropolis probability of accepting the exchange of the two configurations. -/
def swapProb (U : X → ℝ) (β₁ β₂ : ℝ) (s : X × X) : ℝ :=
  min 1 (Real.exp ((β₁ - β₂) * (U s.1 - U s.2)))

/-- Mean swap acceptance at equilibrium. -/
def meanAcceptance (U : X → ℝ) (β₁ β₂ : ℝ) : ℝ :=
  ∑ s, jointLaw U β₁ β₂ s * swapProb U β₁ β₂ s
```

Q: You still owe me the link between this average and an overlap.

A: Compare the weights of the exchanged and the original pair. The partition functions cancel, and the exponents differ by

\[
-\beta_1U(y)-\beta_2U(x)+\beta_1U(x)+\beta_2U(y)=(\beta_1-\beta_2)(U(x)-U(y)).
\]

Hence \(P(y,x)=P(x,y)\,e^{(\beta_1-\beta_2)(U(x)-U(y))}\), which is `jointLaw_swap`.

```lean
/-- The weight of the exchanged pair is the original weight times `exp ((β₁ - β₂)(U s.1 - U s.2))`.
-/
theorem jointLaw_swap (U : X → ℝ) (β₁ β₂ : ℝ) (s : X × X) :
    jointLaw U β₁ β₂ s.swap
      = jointLaw U β₁ β₂ s * Real.exp ((β₁ - β₂) * (U s.1 - U s.2)) := by
  have h : Real.exp (-β₁ * U s.2) * Real.exp (-β₂ * U s.1)
      = Real.exp (-β₁ * U s.1) * Real.exp (-β₂ * U s.2)
        * Real.exp ((β₁ - β₂) * (U s.1 - U s.2)) := by
    simp only [← Real.exp_add]
    congr 1
    ring
  simp only [jointLaw, boltzmann, Prod.fst_swap, Prod.snd_swap]
  rw [div_mul_div_comm, div_mul_div_comm, h]
  ring
```

A: The next two lemmas supply positivity and normalisation, first for one replica and then for the pair. They use the assumption that `X` is nonempty, which makes the partition function positive.

```lean
variable [Nonempty X]

/-- Boltzmann probabilities are strictly positive and sum to one. -/
theorem boltzmann_pos_and_sum (U : X → ℝ) (β : ℝ) :
    (∀ x, 0 < boltzmann U β x) ∧ ∑ x, boltzmann U β x = 1 := by
  have hZ : 0 < Z U β := Finset.sum_pos (fun x _ => Real.exp_pos _) Finset.univ_nonempty
  refine ⟨fun x => div_pos (Real.exp_pos _) hZ, ?_⟩
  simp only [boltzmann]
  rw [← Finset.sum_div]
  exact div_self hZ.ne'

/-- The joint law of the two replicas is strictly positive and sums to one. -/
theorem jointLaw_pos_and_sum (U : X → ℝ) (β₁ β₂ : ℝ) :
    (∀ s, 0 < jointLaw U β₁ β₂ s) ∧ ∑ s, jointLaw U β₁ β₂ s = 1 := by
  refine ⟨fun s => mul_pos ((boltzmann_pos_and_sum U β₁).1 _)
    ((boltzmann_pos_and_sum U β₂).1 _), ?_⟩
  simp only [jointLaw]
  rw [Fintype.sum_prod_type, ← Finset.sum_mul_sum, (boltzmann_pos_and_sum U β₁).2,
    (boltzmann_pos_and_sum U β₂).2, one_mul]
```

A: Since \(P(x,y)>0\), it can be moved inside the minimum:

\[
A=\sum_{x,y}P(x,y)\min\bigl(1,e^{(\beta_1-\beta_2)(U(x)-U(y))}\bigr)=\sum_{x,y}\min\bigl(P(x,y),P(y,x)\bigr).
\]

The Lean proof does this term by term with `mul_min_of_nonneg`.

```lean
/-- The mean swap acceptance is the overlap of the joint law with its swapped copy. -/
theorem meanAcceptance_eq_overlap (U : X → ℝ) (β₁ β₂ : ℝ) :
    meanAcceptance U β₁ β₂
      = overlap (jointLaw U β₁ β₂) (fun s => jointLaw U β₁ β₂ s.swap) := by
  refine Finset.sum_congr rfl fun s _ => ?_
  change jointLaw U β₁ β₂ s * swapProb U β₁ β₂ s
    = min (jointLaw U β₁ β₂ s) (jointLaw U β₁ β₂ s.swap)
  rw [jointLaw_swap, swapProb,
    mul_min_of_nonneg _ _ ((jointLaw_pos_and_sum U β₁ β₂).1 s).le, mul_one]
```

Q: Why does the relative entropy contain only mean energies? I would expect free energies too.

A: They cancel, because both joint weights carry the same product \(Z_1Z_2\). What remains in the logarithm is linear in the energies:

\[
\begin{aligned}
D&=\sum_{x,y}P(x,y)\log\frac{P(x,y)}{P(y,x)}\\
&=-(\beta_1-\beta_2)\sum_{x,y}p_1(x)p_2(y)\,(U(x)-U(y))\\
&=(\beta_1-\beta_2)(\langle U\rangle_2-\langle U\rangle_1).
\end{aligned}
\]

In the last step each energy depends on one replica only, and the other replica's probabilities sum to one. In Lean, `hlog` is the logarithm, and `e1` and `e2` are the two averages.

```lean
/-- The relative entropy of the joint law with respect to its swapped copy is `(β₁ - β₂)(⟨U⟩₂ -
⟨U⟩₁)`. -/
theorem relEntropy_swap (U : X → ℝ) (β₁ β₂ : ℝ) :
    relEntropy (jointLaw U β₁ β₂) (fun s => jointLaw U β₁ β₂ s.swap)
      = (β₁ - β₂) * (meanEnergy U β₂ - meanEnergy U β₁) := by
  have hlog : ∀ s, Real.log (jointLaw U β₁ β₂ s / jointLaw U β₁ β₂ s.swap)
      = -((β₁ - β₂) * (U s.1 - U s.2)) := by
    intro s
    have hJ := (jointLaw_pos_and_sum U β₁ β₂).1 s
    rw [jointLaw_swap, Real.log_div hJ.ne' (mul_pos hJ (Real.exp_pos _)).ne',
      Real.log_mul hJ.ne' (Real.exp_pos _).ne', Real.log_exp]
    ring
  -- each mean energy as an average over both replicas
  have e2 : ∑ x, ∑ y, boltzmann U β₁ x * (boltzmann U β₂ y * U y) = meanEnergy U β₂ := by
    rw [← Finset.sum_mul_sum, (boltzmann_pos_and_sum U β₁).2, one_mul, meanEnergy]
  have e1 : ∑ x, ∑ y, (boltzmann U β₁ x * U x) * boltzmann U β₂ y = meanEnergy U β₁ := by
    rw [← Finset.sum_mul_sum, (boltzmann_pos_and_sum U β₂).2, mul_one, meanEnergy]
  rw [← e2, ← e1]
  simp only [relEntropy, hlog]
  rw [Fintype.sum_prod_type]
  simp only [← Finset.sum_sub_distrib, Finset.mul_sum]
  refine Finset.sum_congr rfl fun x _ => Finset.sum_congr rfl fun y _ => ?_
  simp only [jointLaw]
  ring
```

A: Now the general inequality applies to \(P\) and its swapped copy. The copy also sums to one, since it is the joint law with the two temperatures interchanged; that is `hsum`.

```lean
/-- The mean acceptance `A` satisfies `exp (-(β₁ - β₂)(⟨U⟩₂ - ⟨U⟩₁)) ≤ A (2 - A)`. -/
theorem exp_neg_gap_le (U : X → ℝ) (β₁ β₂ : ℝ) :
    Real.exp (-((β₁ - β₂) * (meanEnergy U β₂ - meanEnergy U β₁)))
      ≤ meanAcceptance U β₁ β₂ * (2 - meanAcceptance U β₁ β₂) := by
  have hsum : ∑ s : X × X, jointLaw U β₁ β₂ s.swap = 1 := by
    rw [← (jointLaw_pos_and_sum U β₂ β₁).2]
    exact Finset.sum_congr rfl fun s _ => mul_comm _ _
  rw [← relEntropy_swap, meanAcceptance_eq_overlap]
  exact exp_neg_relEntropy_le _ _ (jointLaw_pos_and_sum U β₁ β₂).1
    (fun s => (jointLaw_pos_and_sum U β₁ β₂).1 s.swap) (jointLaw_pos_and_sum U β₁ β₂).2 hsum
```

A: Finally \(e^{-D}\le 2A-A^2\le 2A\), and dividing by two gives the bound. `nlinarith` needs only the previous theorem and \(A^2\ge0\).

```lean
/-- The equilibrium mean swap acceptance is at least
`(1/2) exp (-(β₁ - β₂)(⟨U⟩₂ - ⟨U⟩₁))`. -/
theorem half_exp_le_meanAcceptance (U : X → ℝ) (β₁ β₂ : ℝ) :
    1 / 2 * Real.exp (-((β₁ - β₂) * (meanEnergy U β₂ - meanEnergy U β₁)))
      ≤ meanAcceptance U β₁ β₂ := by
  nlinarith [exp_neg_gap_le U β₁ β₂, sq_nonneg (meanAcceptance U β₁ β₂)]
```

Q: Why the factor one half? The mean of the Metropolis exponent is \(-D\), so Jensen should give \(A\ge e^{-D}\) at once.

A: That argument fails because \(\min(1,e^w)\) is not convex in \(w\), and its conclusion is false. Take two levels with energies 0 and 1, \(\beta_1=\log2\) and \(\beta_2=0\). The upper level has probability \(1/3\) in the first replica and \(1/2\) in the second, so \(D=(\log2)/6\) and \(e^{-D}\approx0.891\). The acceptance is \(A=5/6\approx0.833\), which is smaller.

Q: But then your bound never promises more than one half, even when the temperatures coincide.

A: True, and the form before \(A^2\) is discarded does better. Write it as \((1-A)^2\le1-e^{-D}\) and take the root: \(A\ge1-\sqrt{1-e^{-D}}\), which tends to 1 as \(D\to0\). The same inequality forces \(e^{-D}\le1\), so \(D\ge0\): the colder replica never has the higher mean energy.

```lean
/-- With `D = (β₁ - β₂)(⟨U⟩₂ - ⟨U⟩₁)`, we have `0 ≤ D`, and the mean acceptance is at least `1 - √(1
- exp (-D))`. -/
theorem gap_nonneg_and_sqrt_bound (U : X → ℝ) (β₁ β₂ : ℝ) :
    0 ≤ (β₁ - β₂) * (meanEnergy U β₂ - meanEnergy U β₁) ∧
    1 - √(1 - Real.exp (-((β₁ - β₂) * (meanEnergy U β₂ - meanEnergy U β₁))))
      ≤ meanAcceptance U β₁ β₂ := by
  have h := exp_neg_gap_le U β₁ β₂
  constructor
  · have h1 := Real.add_one_le_exp (-((β₁ - β₂) * (meanEnergy U β₂ - meanEnergy U β₁)))
    nlinarith [sq_nonneg (1 - meanAcceptance U β₁ β₂)]
  · have h2 : (1 - meanAcceptance U β₁ β₂) ^ 2
        ≤ 1 - Real.exp (-((β₁ - β₂) * (meanEnergy U β₂ - meanEnergy U β₁))) := by
      nlinarith
    linarith [Real.abs_le_sqrt h2, le_abs_self (1 - meanAcceptance U β₁ β₂)]
```

Q: Can I use this to place temperatures?

A: For replica-exchange simulation of a system with finitely many configurations, it turns two equilibrium mean energies into a sufficient condition on the spacing. If \(D\le-\log(2a)\) for a target \(a>0\), then \(e^{-D}\ge2a\) and the acceptance is at least \(a\). As \(D\ge0\), the condition can be met only for \(a\le1/2\).

```lean
/-- Spacing criterion: a target acceptance `a > 0` is reached whenever
`(β₁ - β₂)(⟨U⟩₂ - ⟨U⟩₁) ≤ -log (2a)`. -/
theorem target_acceptance (U : X → ℝ) (β₁ β₂ a : ℝ) (ha : 0 < a)
    (h : (β₁ - β₂) * (meanEnergy U β₂ - meanEnergy U β₁) ≤ -Real.log (2 * a)) :
    a ≤ meanAcceptance U β₁ β₂ := by
  have h1 : Real.exp (Real.log (2 * a))
      ≤ Real.exp (-((β₁ - β₂) * (meanEnergy U β₂ - meanEnergy U β₁))) :=
    Real.exp_le_exp.mpr (by linarith)
  rw [Real.exp_log (by linarith)] at h1
  linarith [half_exp_le_meanAcceptance U β₁ β₂]

end

end ReplicaExchangeAcceptance
```

```lean
#print axioms ReplicaExchangeAcceptance.half_exp_le_meanAcceptance
#print axioms ReplicaExchangeAcceptance.gap_nonneg_and_sqrt_bound
#print axioms ReplicaExchangeAcceptance.target_acceptance
```

```
'ReplicaExchangeAcceptance.half_exp_le_meanAcceptance' depends on axioms: [propext, Classical.choice, Quot.sound]
'ReplicaExchangeAcceptance.gap_nonneg_and_sqrt_bound' depends on axioms: [propext, Classical.choice, Quot.sound]
'ReplicaExchangeAcceptance.target_acceptance' depends on axioms: [propext, Classical.choice, Quot.sound]
```

Q: I see no assumption that the inverse temperatures are positive.

A: None is needed: the sums are finite, so the theorems hold for all real \(\beta_1\) and \(\beta_2\), in either order. Continuous configuration spaces are not covered. Nor does the bound say how fast replicas travel between temperatures, because \(A\) is an average over single exchange attempts at equilibrium and carries no information about correlations between successive ones.
